# The exponential of a spin-pair operator diagonalised by a self-inverse matrix

The lemma concerns operators on a pair of two-state spins, I and S, written as four-by-four complex matrices. If `W` is its own inverse and `D` is diagonal with entries `v p`, it states that the exponential of `W D W` is `W E W`, where `E` is diagonal with entries exp(`v p`). The numbers `v p` may be any complex numbers, and `W` need not be Hermitian or unitary. The proof takes the conjugation by `W` outside the exponential, reduces the exponential of the diagonal matrix to that of the function `v`, and then has to show that the latter is computed entry by entry.

Lean 4 with Mathlib refuses this proof:

```lean
import Mathlib

open Matrix
open scoped Kronecker

namespace ExpOfReflection

noncomputable section

/-- Operators on the spin pair; each row or column index is a pair of spin states, that of I first
and that of S second. -/
abbrev PairOp := Matrix (Fin 2 × Fin 2) (Fin 2 × Fin 2) ℂ

/-- An operator diagonalised by a self-inverse matrix is exponentiated through its eigenvalues. -/
theorem exp_of_reflection (W : PairOp) (v : Fin 2 × Fin 2 → ℂ) (hW : W * W = 1) :
    NormedSpace.exp (W * diagonal v * W) = W * diagonal (fun p => Complex.exp (v p)) * W := by
  have h := Matrix.exp_conj W (diagonal v) ⟨⟨W, W, hW, hW⟩, rfl⟩
  rw [Matrix.inv_eq_right_inv hW, Matrix.exp_diagonal] at h
  have hv : NormedSpace.exp v = fun p => Complex.exp (v p) := by
    funext p
    rw [Pi.exp_apply, Complex.exp_eq_exp_ℂ]
  rw [h, hv]

end

end ExpOfReflection
```

Compiling this gives:

```
Main.lean:21:8: error(lean.unknownIdentifier): Unknown identifier `Pi.exp_apply`
```

Cause. The message says that Lean knows nothing by the name `Pi.exp_apply`. The proof cites it as a lemma for the last step, that the exponential of the function `v`, evaluated at `p`, is the exponential of the number `v p`. As the name does not resolve, the rewrite cannot be carried out.

The repair proves this step from a more general fact. The rewrite with `Complex.exp_eq_exp_ℂ` is kept, and turns `Complex.exp` on the right into `NormedSpace.exp`, so that both sides use the same exponential. `NormedSpace.map_exp` then says that a continuous ring homomorphism commutes with the exponential. The homomorphism needed here is evaluation at `p`, given by `Pi.evalRingHom`, and `continuous_apply p` supplies its continuity. Applied to `v`, this is exactly the missing equality.

The change, after which it compiles:

```diff
@@ -19,5 +19,7 @@
   have hv : NormedSpace.exp v = fun p => Complex.exp (v p) := by
     funext p
-    rw [Pi.exp_apply, Complex.exp_eq_exp_ℂ]
+    rw [Complex.exp_eq_exp_ℂ]
+    exact NormedSpace.map_exp (Pi.evalRingHom (fun _ : Fin 2 × Fin 2 => ℂ) p)
+      (continuous_apply p) v
   rw [h, hv]
 
```
